# The Slater integrals $F^0$, $F^2$ and $F^4$ of a single-exponent 3d orbital

## A missing factor of two that looks plausible

Suppose a program computes the Coulomb integrals of a 3d shell on a radial grid and counts only the configurations in which the second electron is closer to the nucleus. Every integral then comes out at half its value. The numbers are still positive, they still decrease with multipole order, and the ratio $F^4/F^2$ is exactly right. Without a known value to compare with, the error can easily pass unnoticed.

A Slater orbital supplies such values. Its radial density for principal quantum number $n$ and exponent $\zeta>0$ is

$$P(r)=\frac{(2\zeta)^{2n+1}}{(2n)!}\,r^{2n}e^{-2\zeta r},$$

and 3d means $n=3$. The exponent sets how fast the orbital decays. In atomic units, the Slater integral $F^k$ is the repulsion of two such densities with kernel $r_<^k/r_>^{k+1}$, where $r_<$ and $r_>$ are the smaller and larger of the two radii. For 3d,

$$F^0=\frac{793\,\zeta}{3072},\qquad F^2=\frac{2093\,\zeta}{15360},\qquad F^4=\frac{91\,\zeta}{1024}.$$

These values can test the radial integration in an all-electron or PAW code, for the bare, unscreened Coulomb interaction and a Slater orbital with one exponent.

## What the Lean statement says

`slaterDensity n ζ` is $P$. `insidePart P k` integrates over the first radius $r>0$ with the second electron in $[0,r]$, and `outsidePart P k` does so with the second electron beyond $r$. `slaterF P k` is their sum, so both orderings are in the definition. The shorter formula, twice the inside part, is a theorem for 3d and $k<6$: `slaterF_3d_eq_twice_inside`.

The main theorem, `slaterF_3d`, assumes only `0 < ζ` and gives the three values above. `hund_exchange_3d` adds

$$J=\frac{F^2+F^4}{14}=\frac{247\,\zeta}{15360},\qquad F^4=\frac{15}{23}F^2.$$

Here $J$ is the Hund exchange parameter of a d shell in the usual DFT+U convention. The factor $1/14$ comes from angular averaging, which is taken as given. Apart from this factor, the file treats radial integrals only: it contains no other angular coefficients, and no screening, projectors or augmentation charges.

## From moments to finite sums

Write $a=2\zeta$, $c=a^{2n+1}/(2n)!$ and $E_m(x)=\sum_{j=0}^m x^j/j!$. Take $k<2n$ and set $p=2n-k-1\ge 0$.

The full moment is $\int_0^\infty r^m e^{-ar}dr=m!/a^{m+1}$. For a partial moment, differentiate; all but one term cancel:

$$\frac{d}{ds}\left[e^{-as}E_m(as)\right]=-\frac{a^{m+1}s^m}{m!}e^{-as}.$$

Integrating from $0$ to $r$, and then subtracting from the full moment, gives

$$\int_0^r s^me^{-as}ds=\frac{m!}{a^{m+1}}\left[1-e^{-ar}E_m(ar)\right],\qquad \int_r^\infty s^me^{-as}ds=\frac{m!}{a^{m+1}}e^{-ar}E_m(ar).$$

The second integration meets $e^{-2ar}$. Term by term,

$$\int_0^\infty r^q e^{-2ar}E_m(ar)\,dr=\frac1{a^{q+1}}\sum_{j=0}^{m}\frac{(q+j)!}{j!\,2^{q+j+1}}.$$

For the inside part $I_k$, the inner integral has $m=2n+k$, and $P(r)/r^{k+1}=c\,r^pe^{-ar}$. Hence

$$I_k=c^2\,\frac{(2n+k)!}{a^{2n+k+1}}\cdot\frac{1}{a^{p+1}}\left[p!-\sum_{j=0}^{2n+k}\frac{(p+j)!}{j!\,2^{p+j+1}}\right].$$

The denominator contains $a^{4n+1}$ and $c^2$ contains $a^{4n+2}$, so one factor $a=2\zeta$ survives:

$$I_k=\frac{2\zeta\,(2n+k)!}{(2n)!^2}\left[p!-\sum_{j=0}^{2n+k}\frac{(p+j)!}{j!\,2^{p+j+1}}\right].$$

For the outside part $O_k$, the inner integral has $m=p$ and the outer power is $q=2n+k$. The same count of powers gives

$$O_k=\frac{2\zeta\,p!}{(2n)!^2}\sum_{j=0}^{p}\frac{(2n+k+j)!}{j!\,2^{2n+k+j+1}}.$$

Exchanging the names of the two electrons turns one part into the other, so $I_k=O_k$ and $F^k=2O_k$. At $n=3$ the outside sums are the shorter ones:

$$O_0=\frac{\zeta}{3}\cdot\frac{32+112+224+336+420+462}{4096}=\frac{793\,\zeta}{6144},$$

$$O_2=\frac{14\zeta}{15}\cdot\frac{8+36+90+165}{4096}=\frac{2093\,\zeta}{30720},\qquad O_4=14\zeta\cdot\frac{2+11}{4096}=\frac{91\,\zeta}{2048}.$$

Doubling gives the stated values. Over the common denominator $15360$, $F^2$ and $F^4$ have numerators $2093=91\cdot23$ and $1365=91\cdot15$. This gives the ratio $15/23$ and, after division of the sum $3458$ by $14$, the value of $J$.

## Numbers for $\zeta=4$, and the 1s shell

With $\zeta=4$ inverse bohr, $F^0=793/768\approx1.0326$, $F^2=2093/3840\approx0.5451$ and $F^4=91/256\approx0.3555$ hartree. Then $J=247/3840\approx0.0643$ hartree.

The closed forms also cover 1s. Inserting $n=1$, $k=0$, $p=1$ by hand gives

$$O_0=\frac{\zeta}{2}\left(\frac28+\frac6{16}\right)=\frac{5\zeta}{16},\qquad I_0=\zeta\left(1-\frac14-\frac14-\frac3{16}\right)=\frac{5\zeta}{16},$$

so $F^0=5\zeta/8$, the repulsion of two electrons in the same 1s Slater orbital.

## The complete file

```lean
import Mathlib

open MeasureTheory Set
open scoped Nat

namespace SlaterIntegrals3d

noncomputable section

/-- Radial density of a Slater orbital with principal quantum number `n` and exponent `ζ`:
`(2ζ)^(2n+1) r^(2n) exp(-2ζr) / (2n)!`. -/
def slaterDensity (n : ℕ) (ζ r : ℝ) : ℝ :=
  (2 * ζ) ^ (2 * n + 1) / ((2 * n)! : ℝ) * (r ^ (2 * n) * Real.exp (-(2 * ζ * r)))

/-- Multipole-`k` repulsion of two electrons with radial density `P`, from the configurations
in which the second electron is closer to the nucleus than the first, at `r > 0`. -/
def insidePart (P : ℝ → ℝ) (k : ℕ) : ℝ :=
  ∫ r in Ioi (0 : ℝ), P r * ((∫ s in (0 : ℝ)..r, P s * s ^ k) / r ^ (k + 1))

/-- Multipole-`k` repulsion from the configurations in which the second electron is farther
from the nucleus than the first, at `r > 0`. -/
def outsidePart (P : ℝ → ℝ) (k : ℕ) : ℝ :=
  ∫ r in Ioi (0 : ℝ), P r * (r ^ k * ∫ s in Ioi r, P s / s ^ (k + 1))

/-- The Slater integral `F^k`: the repulsion with kernel `r_<^k / r_>^(k+1)`, summed over
both orderings of the two radii. -/
def slaterF (P : ℝ → ℝ) (k : ℕ) : ℝ := insidePart P k + outsidePart P k

/-- For `a > 0` the function `r^m exp(-ar)` is integrable over `r > 0`, with integral
`m!/a^(m+1)`. -/
theorem radial_moment {a : ℝ} (ha : 0 < a) (m : ℕ) :
    IntegrableOn (fun r : ℝ => r ^ m * Real.exp (-(a * r))) (Ioi 0) ∧
    ∫ r in Ioi (0 : ℝ), r ^ m * Real.exp (-(a * r)) = (m ! : ℝ) / a ^ (m + 1) := by
  have e : (1 / a) ^ ((m : ℝ) + 1) = 1 / a ^ (m + 1) := by
    rw [show (m : ℝ) + 1 = ((m + 1 : ℕ) : ℝ) by norm_num, Real.rpow_natCast, one_div_pow]
  have h := Real.integral_rpow_mul_exp_neg_mul_Ioi (a := (m : ℝ) + 1) (r := a)
    (by positivity) ha
  rw [Real.Gamma_nat_eq_factorial, e] at h
  simp only [add_sub_cancel_right, Real.rpow_natCast] at h
  have hv : ∫ r in Ioi (0 : ℝ), r ^ m * Real.exp (-(a * r)) = (m ! : ℝ) / a ^ (m + 1) := by
    rw [h]; ring
  refine ⟨?_, hv⟩
  -- a non-integrable function would have integral zero
  by_contra hn
  have h0 := integral_undef hn
  rw [hv] at h0
  have : 0 < (m ! : ℝ) / a ^ (m + 1) := by positivity
  exact this.ne' h0

/-- The product of `exp(-at)` and the series of `exp(at)`, truncated after the power `m`, has a
single-term derivative in `t`. -/
theorem hasDerivAt_truncated (a : ℝ) (m : ℕ) (s : ℝ) :
    HasDerivAt (fun t : ℝ => Real.exp (-(a * t)) *
      ∑ j ∈ Finset.range (m + 1), (a * t) ^ j / (j ! : ℝ))
      (-(a ^ (m + 1) * s ^ m / (m ! : ℝ)) * Real.exp (-(a * s))) s := by
  have he : HasDerivAt (fun t : ℝ => Real.exp (-(a * t))) (Real.exp (-(a * s)) * (-a)) s := by
    have h := ((hasDerivAt_id' s).const_mul a).fun_neg.exp
    simpa using h
  induction m with
  | zero =>
    convert he using 1
    · ext t; simp
    · rw [Nat.factorial_zero]; push_cast; ring
  | succ m ih =>
    have hp : HasDerivAt (fun t : ℝ => (a * t) ^ (m + 1) / ((m + 1)! : ℝ))
        (((m + 1 : ℕ) : ℝ) * (a * s) ^ m * a / ((m + 1)! : ℝ)) s :=
      ((((hasDerivAt_id' s).const_mul a).fun_pow (m + 1)).div_const _).congr_deriv
        (by simp only [Nat.add_sub_cancel, mul_one])
    have hm : (m ! : ℝ) ≠ 0 := by positivity
    have hc : ((m + 1 : ℕ) : ℝ) / ((m + 1)! : ℝ) = 1 / (m ! : ℝ) := by
      rw [Nat.factorial_succ]; push_cast; field_simp
    -- split off the last term of the series
    have hf : (fun t : ℝ => Real.exp (-(a * t)) *
        ∑ j ∈ Finset.range (m + 1 + 1), (a * t) ^ j / (j ! : ℝ)) = fun t : ℝ =>
        Real.exp (-(a * t)) * ∑ j ∈ Finset.range (m + 1), (a * t) ^ j / (j ! : ℝ) +
          Real.exp (-(a * t)) * ((a * t) ^ (m + 1) / ((m + 1)! : ℝ)) := by
      funext t; rw [Finset.sum_range_succ]; ring
    rw [hf]
    refine (ih.fun_add (he.fun_mul hp)).congr_deriv ?_
    linear_combination (Real.exp (-(a * s)) * (a * s) ^ m * a) * hc

/-- For `a > 0`, the moment of `exp(-as)` enclosed in the sphere of radius `r`. -/
theorem enclosed_moment {a : ℝ} (ha : 0 < a) (m : ℕ) (r : ℝ) :
    ∫ s in (0 : ℝ)..r, s ^ m * Real.exp (-(a * s)) = (m ! : ℝ) / a ^ (m + 1) *
      (1 - Real.exp (-(a * r)) * ∑ j ∈ Finset.range (m + 1), (a * r) ^ j / (j ! : ℝ)) := by
  have hm : (m ! : ℝ) ≠ 0 := by positivity
  have h0 : ∑ j ∈ Finset.range (m + 1), (0 : ℝ) ^ j / (j ! : ℝ) = 1 := by
    simp [Finset.sum_range_succ']
  rw [intervalIntegral.integral_eq_sub_of_hasDerivAt
    (fun x _ => ((hasDerivAt_truncated a m x).const_mul
      (-((m ! : ℝ) / a ^ (m + 1)))).congr_deriv (by field_simp))
    (Continuous.intervalIntegrable (by fun_prop) _ _)]
  simp only [mul_zero, neg_zero, Real.exp_zero, h0]
  ring

/-- For `a > 0` and `r ≥ 0`, the moment of `exp(-as)` outside the sphere of radius `r`. -/
theorem outside_moment {a : ℝ} (ha : 0 < a) (m : ℕ) {r : ℝ} (hr : 0 ≤ r) :
    ∫ s in Ioi r, s ^ m * Real.exp (-(a * s)) = (m ! : ℝ) / a ^ (m + 1) *
      (Real.exp (-(a * r)) * ∑ j ∈ Finset.range (m + 1), (a * r) ^ j / (j ! : ℝ)) := by
  have hi := (radial_moment ha m).1
  have h := intervalIntegral.integral_interval_add_Ioi hi (hi.mono_set (Ioi_subset_Ioi hr))
  rw [enclosed_moment ha, (radial_moment ha m).2] at h
  linear_combination h

/-- For `a > 0`, the radial moment of `exp(-2ar)` times a truncated exponential series is
a finite sum, and the integrand is integrable. -/
theorem screened_moment {a : ℝ} (ha : 0 < a) (q L : ℕ) :
    IntegrableOn (fun r : ℝ => r ^ q * Real.exp (-(a * r)) * (Real.exp (-(a * r)) *
      ∑ j ∈ Finset.range L, (a * r) ^ j / (j ! : ℝ))) (Ioi 0) ∧
    ∫ r in Ioi (0 : ℝ), r ^ q * Real.exp (-(a * r)) * (Real.exp (-(a * r)) *
      ∑ j ∈ Finset.range L, (a * r) ^ j / (j ! : ℝ)) =
      1 / a ^ (q + 1) *
        ∑ j ∈ Finset.range L, ((q + j)! : ℝ) / ((j ! : ℝ) * 2 ^ (q + j + 1)) := by
  have h : (fun r : ℝ => r ^ q * Real.exp (-(a * r)) * (Real.exp (-(a * r)) *
      ∑ j ∈ Finset.range L, (a * r) ^ j / (j ! : ℝ))) = fun r : ℝ =>
      ∑ j ∈ Finset.range L, a ^ j / (j ! : ℝ) * (r ^ (q + j) * Real.exp (-(2 * a * r))) := by
    funext r
    rw [show -(2 * a * r) = -(a * r) + -(a * r) by ring, Real.exp_add,
      Finset.mul_sum, Finset.mul_sum]
    exact Finset.sum_congr rfl fun j _ => by ring
  have h2 : 0 < 2 * a := by positivity
  have hi : ∀ j ∈ Finset.range L, Integrable (fun r : ℝ =>
      a ^ j / (j ! : ℝ) * (r ^ (q + j) * Real.exp (-(2 * a * r))))
      (volume.restrict (Ioi 0)) :=
    fun j _ => Integrable.const_mul (radial_moment h2 (q + j)).1 _
  rw [h]
  refine ⟨integrable_finsetSum _ hi, ?_⟩
  rw [integral_finsetSum _ hi, Finset.mul_sum]
  refine Finset.sum_congr rfl fun j _ => ?_
  have hj : (j ! : ℝ) ≠ 0 := by positivity
  rw [integral_const_mul, (radial_moment h2 (q + j)).2, mul_pow,
    show a ^ (q + j + 1) = a ^ (q + 1) * a ^ j by ring]
  field_simp

/-- Closed form of the inside part for a Slater density with `ζ > 0` and any multipole
`k < 2n`, where `p = 2n - k - 1`. -/
theorem insidePart_slater {ζ : ℝ} (hζ : 0 < ζ) {n k p : ℕ} (hp : p + k + 1 = 2 * n) :
    insidePart (slaterDensity n ζ) k = 2 * ζ * ((2 * n + k)! : ℝ) / ((2 * n)! : ℝ) ^ 2 *
      ((p ! : ℝ) - ∑ j ∈ Finset.range (2 * n + k + 1),
        ((p + j)! : ℝ) / ((j ! : ℝ) * 2 ^ (p + j + 1))) := by
  have ha : 0 < 2 * ζ := by positivity
  simp only [insidePart, slaterDensity]
  generalize 2 * n = N at hp ⊢
  subst hp
  generalize 2 * ζ = a at ha ⊢
  have key : ∀ c : ℝ, ∫ r in Ioi (0 : ℝ), c * (r ^ (p + k + 1) * Real.exp (-(a * r))) *
      ((∫ s in (0 : ℝ)..r, c * (s ^ (p + k + 1) * Real.exp (-(a * s))) * s ^ k) / r ^ (k + 1))
      = c ^ 2 * (((p + k + 1 + k)! : ℝ) / a ^ (p + k + 1 + k + 1)) *
        ((p ! : ℝ) / a ^ (p + 1) - 1 / a ^ (p + 1) *
          ∑ j ∈ Finset.range (p + k + 1 + k + 1),
            ((p + j)! : ℝ) / ((j ! : ℝ) * 2 ^ (p + j + 1))) := by
    intro c
    rw [← (radial_moment ha p).2, ← (screened_moment ha p _).2,
      ← integral_sub (radial_moment ha p).1 (screened_moment ha p _).1, ← integral_const_mul]
    refine setIntegral_congr_fun measurableSet_Ioi fun r hr => ?_
    have hr0 : r ≠ 0 := ne_of_gt hr
    have hin : ∫ s in (0 : ℝ)..r, c * (s ^ (p + k + 1) * Real.exp (-(a * s))) * s ^ k =
        c * ∫ s in (0 : ℝ)..r, s ^ (p + k + 1 + k) * Real.exp (-(a * s)) := by
      rw [← intervalIntegral.integral_const_mul]
      congr 1; funext s; ring
    have alg : ∀ Q S e : ℝ, c * (r ^ (p + k + 1) * e) * (c * (Q * (1 - S)) / r ^ (k + 1)) =
        c ^ 2 * Q * (r ^ p * e - r ^ p * e * S) := by
      intro Q S e
      have h := mul_inv_cancel₀ (pow_ne_zero (k + 1) hr0)
      rw [show r ^ (p + k + 1) = r ^ p * r ^ (k + 1) by ring, div_eq_mul_inv]
      linear_combination (c ^ 2 * r ^ p * e * Q * (1 - S)) * h
    rw [hin, enclosed_moment ha]
    exact alg _ _ _
  have alg : ∀ A B F M P S : ℝ, A ≠ 0 → B ≠ 0 → F ≠ 0 →
      a * (A * B) / F ^ 2 * (M / A) * (P / B - 1 / B * S) = a * M / F ^ 2 * (P - S) := by
    intro A B F M P S hA hB hF
    field_simp
  rw [key, div_pow, show (a ^ (p + k + 1 + 1)) ^ 2 =
    a * (a ^ (p + k + 1 + k + 1) * a ^ (p + 1)) by ring]
  exact alg _ _ _ _ _ _ (by positivity) (by positivity) (by positivity)

/-- Closed form of the outside part for a Slater density with `ζ > 0` and any multipole
`k < 2n`, where `p = 2n - k - 1`. -/
theorem outsidePart_slater {ζ : ℝ} (hζ : 0 < ζ) {n k p : ℕ} (hp : p + k + 1 = 2 * n) :
    outsidePart (slaterDensity n ζ) k = 2 * ζ * (p ! : ℝ) / ((2 * n)! : ℝ) ^ 2 *
      ∑ j ∈ Finset.range (p + 1),
        ((2 * n + k + j)! : ℝ) / ((j ! : ℝ) * 2 ^ (2 * n + k + j + 1)) := by
  have ha : 0 < 2 * ζ := by positivity
  simp only [outsidePart, slaterDensity]
  generalize 2 * n = N at hp ⊢
  subst hp
  generalize 2 * ζ = a at ha ⊢
  have key : ∀ c : ℝ, ∫ r in Ioi (0 : ℝ), c * (r ^ (p + k + 1) * Real.exp (-(a * r))) *
      (r ^ k * ∫ s in Ioi r, c * (s ^ (p + k + 1) * Real.exp (-(a * s))) / s ^ (k + 1))
      = c ^ 2 * ((p ! : ℝ) / a ^ (p + 1)) * (1 / a ^ (p + k + 1 + k + 1) *
          ∑ j ∈ Finset.range (p + 1),
            ((p + k + 1 + k + j)! : ℝ) / ((j ! : ℝ) * 2 ^ (p + k + 1 + k + j + 1))) := by
    intro c
    rw [← (screened_moment ha (p + k + 1 + k) _).2, ← integral_const_mul]
    refine setIntegral_congr_fun measurableSet_Ioi fun r hr => ?_
    have hr0 : 0 < r := hr
    have hin : ∫ s in Ioi r, c * (s ^ (p + k + 1) * Real.exp (-(a * s))) / s ^ (k + 1) =
        c * ∫ s in Ioi r, s ^ p * Real.exp (-(a * s)) := by
      rw [← integral_const_mul]
      refine setIntegral_congr_fun measurableSet_Ioi fun s hs => ?_
      have hs0 : s ≠ 0 := ne_of_gt (hr0.trans hs)
      have h := mul_inv_cancel₀ (pow_ne_zero (k + 1) hs0)
      rw [show s ^ (p + k + 1) = s ^ p * s ^ (k + 1) by ring, div_eq_mul_inv]
      linear_combination (c * s ^ p * Real.exp (-(a * s))) * h
    rw [hin, outside_moment ha p hr0.le]
    ring
  have alg : ∀ A B F P S : ℝ, A ≠ 0 → B ≠ 0 → F ≠ 0 →
      a * (A * B) / F ^ 2 * (P / B) * (1 / A * S) = a * P / F ^ 2 * S := by
    intro A B F P S hA hB hF
    field_simp
  rw [key, div_pow, show (a ^ (p + k + 1 + 1)) ^ 2 =
    a * (a ^ (p + k + 1 + k + 1) * a ^ (p + 1)) by ring]
  exact alg _ _ _ _ _ (by positivity) (by positivity) (by positivity)

/-- For the 3d Slater density with `ζ > 0` and `k < 6`, the Slater integral is twice
its inside part. -/
theorem slaterF_3d_eq_twice_inside {ζ : ℝ} (hζ : 0 < ζ) {k : ℕ} (hk : k < 6) :
    slaterF (slaterDensity 3 ζ) k = 2 * insidePart (slaterDensity 3 ζ) k := by
  have h : outsidePart (slaterDensity 3 ζ) k = insidePart (slaterDensity 3 ζ) k := by
    rw [outsidePart_slater hζ (p := 5 - k) (by omega),
      insidePart_slater hζ (p := 5 - k) (by omega)]
    interval_cases k <;> norm_num [Finset.sum_range_succ, Nat.factorial] <;> ring
  rw [slaterF, h]; ring

/-- The Slater integrals `F^0`, `F^2` and `F^4` of the 3d Slater density with `ζ > 0`. -/
theorem slaterF_3d {ζ : ℝ} (hζ : 0 < ζ) :
    slaterF (slaterDensity 3 ζ) 0 = 793 * ζ / 3072 ∧
    slaterF (slaterDensity 3 ζ) 2 = 2093 * ζ / 15360 ∧
    slaterF (slaterDensity 3 ζ) 4 = 91 * ζ / 1024 := by
  refine ⟨?_, ?_, ?_⟩
  · rw [slaterF_3d_eq_twice_inside hζ (by norm_num), insidePart_slater hζ (p := 5) (by norm_num)]
    norm_num [Finset.sum_range_succ, Nat.factorial]
    ring
  · rw [slaterF_3d_eq_twice_inside hζ (by norm_num), insidePart_slater hζ (p := 3) (by norm_num)]
    norm_num [Finset.sum_range_succ, Nat.factorial]
    ring
  · rw [slaterF_3d_eq_twice_inside hζ (by norm_num), insidePart_slater hζ (p := 1) (by norm_num)]
    norm_num [Finset.sum_range_succ, Nat.factorial]
    ring

/-- For the 3d Slater density with `ζ > 0`, the Hund exchange `J = (F^2 + F^4)/14` is
`247ζ/15360`, and `F^4` is `15/23` of `F^2`. -/
theorem hund_exchange_3d {ζ : ℝ} (hζ : 0 < ζ) :
    (slaterF (slaterDensity 3 ζ) 2 + slaterF (slaterDensity 3 ζ) 4) / 14 = 247 * ζ / 15360 ∧
    slaterF (slaterDensity 3 ζ) 4 = 15 / 23 * slaterF (slaterDensity 3 ζ) 2 := by
  obtain ⟨-, h2, h4⟩ := slaterF_3d hζ
  rw [h2, h4]
  constructor <;> ring

end

end SlaterIntegrals3d
```

```lean
#print axioms SlaterIntegrals3d.slaterF_3d
-- 'SlaterIntegrals3d.slaterF_3d' depends on axioms: [propext, Classical.choice, Quot.sound]
#print axioms SlaterIntegrals3d.hund_exchange_3d
-- 'SlaterIntegrals3d.hund_exchange_3d' depends on axioms: [propext, Classical.choice, Quot.sound]
```

## How Lean carries out the integration

`radial_moment` takes the full moment from Mathlib's Gamma integral. It also obtains integrability: Lean assigns the value zero to the integral of a non-integrable function, whereas this one is positive.

`hasDerivAt_truncated` proves the derivative formula by induction on `m`, splitting off the last term of the series. `enclosed_moment` applies the fundamental theorem of calculus to it, and `outside_moment` subtracts the result from the full moment. `screened_moment` merges the two exponentials, exchanges the finite sum with the integral, and uses `radial_moment` with exponent `2 * a`.

`insidePart_slater` and `outsidePart_slater` assemble the closed forms for $I_k$ and $O_k$. The hypothesis `p + k + 1 = 2 * n` encodes $p=2n-k-1$ without subtraction. In each, the step `key` does the integral for an arbitrary prefactor `c`, cancelling powers of the radius where it is positive; the normalization is inserted afterwards.

The equality of the two parts is proved by evaluation, not by exchanging electrons: `interval_cases k` runs through the six multipoles and compares the sums. `slaterF_3d` then evaluates the inside formula with `p` equal to 5, 3 and 1, where the derivation above used the shorter outside sums. `hund_exchange_3d` substitutes these values and finishes with `ring`.
